# For $0<a<1$, the minimum of the weak-orbital energy $en-wn^a$ is quadratic in $w$ only at $a=1/2$

In a power functional of the one-particle density matrix, the energy depends on the occupation numbers of the natural orbitals. These are coupled variables, but a one-variable model keeps only the occupation $n$ of one weakly occupied orbital and holds everything else fixed. Its energy is

$$E(n)=e\,n-w\,n^a .$$

Here $e$ is the cost per unit of occupation, measured relative to the chemical potential, and $w$ is the strength of the exchange-like coupling to the strongly occupied orbitals. The exponent $a$ belongs to the functional. For $e,w>0$ and $0<a<1$, the optimal occupation and its energy are

$$N=\left(\frac{aw}{e}\right)^{1/(1-a)},\qquad E(N)=-\frac{(1-a)\,e\,N}{a}.$$

Second-order perturbation theory gives an energy quadratic in the coupling and inverse in the energy denominator. Within this model, with $e$ and $w$ independent of $n$ and of each other, only $a=1/2$, the exponent of the Müller functional, reproduces either scaling.

In Lean 4 with Mathlib:

```lean
import Mathlib

open Filter Topology

namespace WeakOrbitalPowerFunctional

noncomputable section

/-- Energy of a weakly occupied orbital with occupation `n ≥ 0` in a power functional:
the cost `e n` of occupying it minus the correlation gain `w n^a`. -/
def orbitalEnergy (e w a n : ℝ) : ℝ := e * n - w * n ^ a

/-- The occupation `(a w / e)^(1/(1-a))`, for `e, w > 0` and `0 < a < 1`. -/
def optOcc (e w a : ℝ) : ℝ := (a * w / e) ^ (1 / (1 - a))
```

All quantities are real numbers, and `n ^ a` is a real power. `orbitalEnergy e w a n` is $E(n)$ and `optOcc e w a` is $N$. The model omits the orbital's self-interaction and its coupling to other weakly occupied orbitals.

## Positive cost and positive coupling: $e>0$, $w>0$

The condition $e>0$ says that filling the orbital costs energy before correlation is counted, and $w>0$ says that the coupling lowers the energy. By hand, both enter when the stationarity condition is solved:

$$e-awN^{a-1}=0\quad\Longrightarrow\quad N^{1-a}=\frac{aw}{e}.$$

The right side is positive, so $N$ is a positive real number. Multiplying $e=awN^{a-1}$ by $N/a$ gives $wN^a=eN/a$, and therefore

$$E(N)=eN-\frac{eN}{a}=-\frac{(1-a)eN}{a}.$$

```lean
/-- For `e, w > 0` and `0 < a < 1` the occupation `optOcc` is positive and satisfies the
stationarity condition `w n^a = e n / a`. -/
theorem optOcc_stationary {e w a : ℝ} (he : 0 < e) (hw : 0 < w) (ha : 0 < a) (ha1 : a < 1) :
    0 < optOcc e w a ∧ w * optOcc e w a ^ a = e * optOcc e w a / a := by
  have hx : 0 < a * w / e := by positivity
  have h1 : 1 - a ≠ 0 := by linarith
  have hc : 1 / (1 - a) * (1 - a) = 1 := one_div_mul_cancel h1
  have hexp : 1 / (1 - a) * a + 1 = 1 / (1 - a) := by linear_combination -hc
  refine ⟨Real.rpow_pos_of_pos hx _, ?_⟩
  have h : optOcc e w a ^ a * (a * w / e) = optOcc e w a := by
    unfold optOcc
    rw [← Real.rpow_mul hx.le]
    calc (a * w / e) ^ (1 / (1 - a) * a) * (a * w / e)
        = (a * w / e) ^ (1 / (1 - a) * a + 1) := by rw [Real.rpow_add hx, Real.rpow_one]
      _ = (a * w / e) ^ (1 / (1 - a)) := by rw [hexp]
  calc w * optOcc e w a ^ a = e * (optOcc e w a ^ a * (a * w / e)) / a := by field_simp
    _ = e * optOcc e w a / a := by rw [h]

/-- For `e, w > 0` and `0 < a < 1` the orbital energy at `optOcc` is `-(1-a) e n / a`. -/
theorem orbitalEnergy_optOcc {e w a : ℝ} (he : 0 < e) (hw : 0 < w) (ha : 0 < a)
    (ha1 : a < 1) :
    orbitalEnergy e w a (optOcc e w a) = -(1 - a) * e * optOcc e w a / a := by
  unfold orbitalEnergy
  rw [(optOcc_stationary he hw ha ha1).2]
  field_simp
  ring
```

In `optOcc_stationary` the two signs, together with $a>0$, give `hx`, the positivity of $aw/e$, which the rules for real powers require. No derivative is taken. With $p=1/(1-a)$, the identity $pa+1=p$ (`hexp`) yields $N^a\,(aw/e)=N$, which is the stationarity condition rearranged. `orbitalEnergy_optOcc` then substitutes it into the energy.

If $e\le 0$, with $w>0$ and $a>0$, the energy falls without bound as $n$ grows and there is no minimum. Now keep $e>0$. If $w=0$, the orbital stays empty; the formulas for $N$ and the energy still hold, but $N$ is no longer positive. If $w<0$, the minimum is again at $n=0$, whereas the formula at $a=1/2$ would give the positive occupation $w^2/(4e^2)$.

## A concave gain on non-negative occupations: $0<a<1$, $n\ge 0$

An exponent between 0 and 1 makes the gain $wn^a$ rise steeply at small $n$ and flatten later, so a little occupation always pays and a large one does not. The condition $n\ge 0$ is the lower bound on an occupation number. The upper bound, $n\le 1$ for a spin orbital, is not imposed. The minimum found here is also that of the bounded problem when $N\le 1$, that is, when $aw\le e$. For larger $w$ the bounded minimum lies at $n=1$ and its energy is $e-w$, so the power laws below describe the bounded problem only up to $w=e/a$.

By hand, these conditions turn the stationary point into the global minimum. Put $t=n/N$, so that $t\ge 0$, and take $t\ne 1$. Bernoulli's strict inequality for exponents between 0 and 1 reads

$$t^a<1+a(t-1).$$

Multiplying by $wN^a>0$ and using $awN^a=eN$ gives

$$wn^a<wN^a+e(n-N),$$

which rearranges to $E(n)>E(N)$. The power lies below its tangent at $N$ everywhere else.

```lean
/-- For `e, w > 0` and `0 < a < 1`, every other non-negative occupation has a strictly higher
energy than `optOcc`. -/
theorem orbitalEnergy_lt {e w a n : ℝ} (he : 0 < e) (hw : 0 < w) (ha : 0 < a) (ha1 : a < 1)
    (hn : 0 ≤ n) (hne : n ≠ optOcc e w a) :
    orbitalEnergy e w a (optOcc e w a) < orbitalEnergy e w a n := by
  obtain ⟨hN, hs⟩ := optOcc_stationary he hw ha ha1
  unfold orbitalEnergy
  generalize optOcc e w a = N at *
  have ht : 0 ≤ n / N := by positivity
  have hs0 : n / N - 1 ≠ 0 := by
    intro h
    apply hne
    have h' : n / N = 1 := by linarith
    rw [div_eq_iff hN.ne'] at h'
    linarith
  -- Bernoulli's inequality: the concave power lies below its tangent
  have hb := rpow_one_add_lt_one_add_mul_self (by linarith : -1 ≤ n / N - 1) hs0 ha ha1
  rw [show 1 + (n / N - 1) = n / N by ring] at hb
  have hsplit : n ^ a = N ^ a * (n / N) ^ a := by
    rw [← Real.mul_rpow hN.le ht, mul_div_cancel₀ n hN.ne']
  have hpos : 0 < w * N ^ a := mul_pos hw (Real.rpow_pos_of_pos hN a)
  have hlt : w * n ^ a < w * N ^ a * (1 + a * (n / N - 1)) := by
    rw [hsplit, ← mul_assoc]
    exact mul_lt_mul_of_pos_left hb hpos
  have htan : w * N ^ a * (1 + a * (n / N - 1)) = w * N ^ a + e * n - e * N := by
    rw [hs]
    field_simp
    ring
  linarith

/-- For `e, w > 0` and `0 < a < 1`, the minimum of the weak-orbital energy over occupations
`n ≥ 0` is `-(1-a) e N / a` with `N = (a w / e)^(1/(1-a))`, and it is reached at `n = N` only. -/
theorem weak_orbital_minimum {e w a : ℝ} (he : 0 < e) (hw : 0 < w) (ha : 0 < a)
    (ha1 : a < 1) :
    IsLeast (orbitalEnergy e w a '' Set.Ici 0) (-(1 - a) * e * optOcc e w a / a) ∧
      ∀ n, 0 ≤ n →
        (orbitalEnergy e w a n = -(1 - a) * e * optOcc e w a / a ↔ n = optOcc e w a) := by
  have hN := (optOcc_stationary he hw ha ha1).1
  rw [← orbitalEnergy_optOcc he hw ha ha1]
  refine ⟨⟨⟨_, hN.le, rfl⟩, ?_⟩, fun n hn => ⟨fun h => ?_, fun h => by rw [h]⟩⟩
  · rintro _ ⟨n, hn, rfl⟩
    by_cases h : n = optOcc e w a
    · rw [h]
    · exact (orbitalEnergy_lt he hw ha ha1 hn h).le
  · by_contra hne
    exact (orbitalEnergy_lt he hw ha ha1 hn hne).ne' h
```

In `orbitalEnergy_lt`, the line `hb` is Bernoulli's inequality with $t-1$ as its variable; it needs $t-1\ge -1$, which follows from $n\ge 0$. `hsplit` writes $n^a=N^a t^a$, a product rule that also uses $n\ge 0$, `hlt` multiplies the inequality by $wN^a$, and `htan` identifies the right side as the tangent line.

`weak_orbital_minimum` collects this. The set `orbitalEnergy e w a '' Set.Ici 0` contains all energies attainable with $n\ge 0$. `IsLeast` says that the stated value belongs to this set and is a lower bound for it. The second part says that a non-negative occupation has this energy exactly when it equals $N$.

With $e,w>0$, the limits on $a$ matter as follows. For $a<0$ the energy is unbounded below as $n\to 0^+$. For $a=0$ the least value is $-w$, at $n=0$, and the value formula would divide by zero. For $a=1$ the energy is $(e-w)n$, which has no minimum if $w>e$, and for $a>1$ there is never a minimum. As for $n\ge 0$, the power $n^{1/2}$ of a negative number is not real; Mathlib assigns it the value 0, so the energy there would be $en$, unbounded below.

## One constant for every coupling, or for every cost

Proportionality is a statement about a family of systems: the same constant $C$ must serve for all $w>0$ at fixed $e$, or for all $e>0$ at fixed $w$. Splitting the powers in $N$, still with $p=1/(1-a)$, gives

$$E(N)=-\frac{1-a}{a}\,e\,\frac{a^p w^p}{e^p}=-(1-a)\,a^{p-1}e^{1-p}w^p .$$

Write this as $Aw^p$ with $A\ne 0$. If $Aw^p=Cw^2$ for all $w>0$, then $w=1$ gives $A=C$ and $w=2$ gives $2^p=2^2$. Hence $p=2$, so $1-a=1/2$ and $a=1/2$. As a function of $e$ the exponent is $1-p$; setting it equal to $-1$ gives $p=2$ again. Conversely, $a=1/2$ gives

$$E(N)=-\frac{w^2}{4e},$$

which has both scalings.

```lean
/-- For `e, w > 0` and `0 < a < 1`, the minimal weak-orbital energy is
`-(1-a) a^(p-1) e^(1-p) w^p` with `p = 1/(1-a)`. -/
theorem minimum_power_law {e w a : ℝ} (he : 0 < e) (hw : 0 < w) (ha : 0 < a) (ha1 : a < 1) :
    IsLeast (orbitalEnergy e w a '' Set.Ici 0)
      (-(1 - a) * a ^ (1 / (1 - a) - 1) * e ^ (1 - 1 / (1 - a)) * w ^ (1 / (1 - a))) := by
  have h := (weak_orbital_minimum he hw ha ha1).1
  have hv : -(1 - a) * e * optOcc e w a / a =
      -(1 - a) * a ^ (1 / (1 - a) - 1) * e ^ (1 - 1 / (1 - a)) * w ^ (1 / (1 - a)) := by
    unfold optOcc
    rw [Real.div_rpow (mul_pos ha hw).le he.le, Real.mul_rpow ha.le hw.le,
      Real.rpow_sub ha, Real.rpow_sub he, Real.rpow_one, Real.rpow_one]
    ring
  rwa [hv] at h

/-- Two power laws that agree for all positive arguments, the first with a non-zero prefactor,
have the same exponent. -/
theorem exponent_unique {A C p q : ℝ} (hA : A ≠ 0)
    (h : ∀ x : ℝ, 0 < x → A * x ^ p = C * x ^ q) : p = q := by
  have h1 := h 1 one_pos
  rw [Real.one_rpow, Real.one_rpow, mul_one, mul_one] at h1
  have h2 := h 2 two_pos
  rw [← h1] at h2
  have h3 := congrArg Real.log (mul_left_cancel₀ hA h2)
  rw [Real.log_rpow two_pos, Real.log_rpow two_pos] at h3
  exact mul_right_cancel₀ (Real.log_pos one_lt_two).ne' h3

/-- For fixed `e > 0` and `0 < a < 1`, the minimal weak-orbital energy is proportional to the
square of the coupling `w > 0` if and only if `a = 1/2`. -/
theorem quadratic_in_coupling_iff {e a : ℝ} (he : 0 < e) (ha : 0 < a) (ha1 : a < 1) :
    (∃ C : ℝ, ∀ w : ℝ, 0 < w → IsLeast (orbitalEnergy e w a '' Set.Ici 0) (C * w ^ 2)) ↔
      a = 1 / 2 := by
  constructor
  · rintro ⟨C, hC⟩
    have h1 : 0 < 1 - a := by linarith
    have hA : -(1 - a) * a ^ (1 / (1 - a) - 1) * e ^ (1 - 1 / (1 - a)) ≠ 0 :=
      mul_ne_zero (mul_ne_zero (neg_ne_zero.mpr h1.ne') (Real.rpow_pos_of_pos ha _).ne')
        (Real.rpow_pos_of_pos he _).ne'
    have h : 1 / (1 - a) = 2 := exponent_unique (C := C) hA fun w hw => by
      rw [Real.rpow_two]
      exact (minimum_power_law he hw ha ha1).unique (hC w hw)
    rw [div_eq_iff h1.ne'] at h
    linarith
  · rintro rfl
    refine ⟨-(1 - 1 / 2) * (1 / 2 : ℝ) ^ ((2 : ℝ) - 1) * e ^ ((1 : ℝ) - 2), fun w hw => ?_⟩
    have h := minimum_power_law he hw ha ha1
    rw [show (1 : ℝ) / (1 - 1 / 2) = 2 by norm_num, Real.rpow_two] at h
    exact h

/-- For fixed `w > 0` and `0 < a < 1`, the minimal weak-orbital energy is inversely
proportional to the orbital cost `e > 0` if and only if `a = 1/2`. -/
theorem inverse_in_cost_iff {w a : ℝ} (hw : 0 < w) (ha : 0 < a) (ha1 : a < 1) :
    (∃ C : ℝ, ∀ e : ℝ, 0 < e → IsLeast (orbitalEnergy e w a '' Set.Ici 0) (C / e)) ↔
      a = 1 / 2 := by
  constructor
  · rintro ⟨C, hC⟩
    have h1 : 0 < 1 - a := by linarith
    have hA : -(1 - a) * a ^ (1 / (1 - a) - 1) * w ^ (1 / (1 - a)) ≠ 0 :=
      mul_ne_zero (mul_ne_zero (neg_ne_zero.mpr h1.ne') (Real.rpow_pos_of_pos ha _).ne')
        (Real.rpow_pos_of_pos hw _).ne'
    have h : 1 - 1 / (1 - a) = -1 := exponent_unique (C := C) hA fun e he => by
      have hu := (minimum_power_law he hw ha ha1).unique (hC e he)
      rw [Real.rpow_neg_one]
      linear_combination hu
    have h2 : 1 / (1 - a) = 2 := by linarith
    rw [div_eq_iff h1.ne'] at h2
    linarith
  · rintro rfl
    refine ⟨-(1 - 1 / 2) * (1 / 2 : ℝ) ^ ((2 : ℝ) - 1) * w ^ (2 : ℝ), fun e he => ?_⟩
    have h := minimum_power_law he hw ha ha1
    have h3 : e ^ ((1 : ℝ) - 2) = e⁻¹ := by
      rw [show (1 : ℝ) - 2 = -1 by norm_num, Real.rpow_neg_one]
    rw [show (1 : ℝ) / (1 - 1 / 2) = 2 by norm_num, h3] at h
    convert h using 1
    ring
```

`minimum_power_law` is the split formula. `exponent_unique` is the comparison at 1 and 2, finished with a logarithm; its hypothesis `hA` excludes a vanishing prefactor, for which $C=0$ would fit any pair of exponents.

The two equivalences, `quadratic_in_coupling_iff` and `inverse_in_cost_iff`, say that some real $C$ makes `C * w ^ 2`, respectively `C / e`, the least attainable energy throughout the family exactly when $a=1/2$. They do not presuppose the closed formula. The proofs bring it in through `.unique`, since a set has at most one least element, and then compare exponents. For the converse, they insert $a=1/2$ and exhibit the constant.

Without the demand for a common constant the equivalence fails: at a single coupling, $C=E(N)/w^2$ works for every $a$ between 0 and 1. The inverse law also needs $w>0$. For $w\le 0$ the minimum is 0 whatever the cost, so $C=0$ fits every such $a$.

## An exponent above one half: $1/2<a<1$

Here the gain is less steep at small $n$ than a square root, and as the coupling weakens the energy lowering falls below $cw^2$ for every fixed $c>0$. By hand, $a>1/2$ is equivalent to $p>2$, so

$$\frac{E(N)}{w^2}=A\,w^{p-2}\to 0\qquad (w\to 0^+).$$

The energy has no second-order term in this limit.

```lean
/-- For `e > 0` and `1/2 < a < 1`, the energy at the optimal occupation divided by `w^2`
tends to zero as the coupling `w` tends to zero from above. -/
theorem second_order_term_vanishes {e a : ℝ} (he : 0 < e) (ha : 1 / 2 < a) (ha1 : a < 1) :
    Tendsto (fun w : ℝ => orbitalEnergy e w a (optOcc e w a) / w ^ 2) (𝓝[>] 0) (𝓝 0) := by
  have ha0 : 0 < a := by linarith
  have h1 : 0 < 1 - a := by linarith
  have hp : 2 < 1 / (1 - a) := by
    rw [lt_div_iff₀ h1]
    linarith
  have hq : 0 < 1 / (1 - a) - 2 := by linarith
  let A : ℝ := -(1 - a) * a ^ (1 / (1 - a) - 1) * e ^ (1 - 1 / (1 - a))
  have ht : Tendsto (fun w : ℝ => A * w ^ (1 / (1 - a) - 2)) (𝓝[>] 0)
      (𝓝 (A * 0 ^ (1 / (1 - a) - 2))) :=
    ((Real.continuousAt_rpow_const 0 _ (Or.inr hq.le)).tendsto.const_mul A).mono_left
      nhdsWithin_le_nhds
  rw [Real.zero_rpow hq.ne', mul_zero] at ht
  -- for w > 0 the ratio is a positive power of w times a constant
  refine ht.congr' ?_
  filter_upwards [self_mem_nhdsWithin] with w hw
  have hw0 : 0 < w := hw
  rw [orbitalEnergy_optOcc he hw0 ha0 ha1,
    (weak_orbital_minimum he hw0 ha0 ha1).1.unique (minimum_power_law he hw0 ha0 ha1),
    Real.rpow_sub hw0, Real.rpow_two]
  exact (mul_div_assoc _ _ _).symm

end

end WeakOrbitalPowerFunctional
```

The theorem is stated for the energy at `optOcc`, which is the minimum by `weak_orbital_minimum`. The filter `𝓝[>] 0` means that $w$ approaches zero through positive values. The hypothesis $a>1/2$ enters as `hp`, and `hq` then makes the exponent $p-2$ positive. This gives continuity of the power at zero and the limit 0 in `ht`. The remaining steps show that the ratio equals $Aw^{p-2}$ for every $w>0$.

At $a=1/2$ the ratio is the constant $-1/(4e)$, and for $0<a<1/2$ it diverges to $-\infty$, so the limit 0 requires $a>1/2$.

```lean
#print axioms WeakOrbitalPowerFunctional.weak_orbital_minimum
-- 'WeakOrbitalPowerFunctional.weak_orbital_minimum' depends on axioms: [propext, Classical.choice, Quot.sound]
#print axioms WeakOrbitalPowerFunctional.quadratic_in_coupling_iff
-- 'WeakOrbitalPowerFunctional.quadratic_in_coupling_iff' depends on axioms: [propext, Classical.choice, Quot.sound]
#print axioms WeakOrbitalPowerFunctional.inverse_in_cost_iff
-- 'WeakOrbitalPowerFunctional.inverse_in_cost_iff' depends on axioms: [propext, Classical.choice, Quot.sound]
#print axioms WeakOrbitalPowerFunctional.second_order_term_vanishes
-- 'WeakOrbitalPowerFunctional.second_order_term_vanishes' depends on axioms: [propext, Classical.choice, Quot.sound]
```

## Doubling the coupling at $a=1/2$ and $a=2/3$

Take $e=1$ and raise $w$ from $0.3$ to $0.6$, in the same energy unit.

For $a=1/2$, $N=(w/2)^2$:

- At $w=0.3$, $N=0.0225$ and $E(N)=0.0225-0.3\times 0.15=-0.0225$.
- At $w=0.6$, $N=0.09$ and $E(N)=0.09-0.6\times 0.3=-0.09$.

The energy grows by a factor of 4, and $E(N)/w^2=-0.25$ both times.

For $a=2/3$, $p=3$ and $N=(2w/3)^3$:

- At $w=0.3$, $N=0.008$ and $E(N)=0.008-0.3\times 0.04=-0.004$.
- At $w=0.6$, $N=0.064$ and $E(N)=0.064-0.6\times 0.16=-0.032$.

The factor is now 8, so the energy is cubic in the coupling. Halving $w$ halves $E(N)/w^2$.
